# One on-site impurity in a periodic supercell with one orbital per primitive cell changes the characteristic polynomial P into P − (V/N) P′

Let H be the Hamiltonian of a periodic supercell with N ≥ 1 sites, all related by lattice translations, and one orbital per site, the orbitals being orthonormal. All site energies are then equal, and the hopping depends only on the displacement between sites. Let P(x) = det(x − H) be its characteristic polynomial. If the energy of a single site s is shifted by V, the new characteristic polynomial is

P_s(x) = P(x) − (V/N) P′(x),

whichever site is chosen. For an N-site ring, H is an ordinary circulant matrix. The hoppings and V may be complex, and H need not be Hermitian.

Two statements about levels follow. If E is not a host level, it is a level of the supercell with the impurity exactly when

(V/N) Σ 1/(E − ε) = 1,

where the sum runs over the host levels ε with multiplicity. If V ≠ 0, a host level of algebraic multiplicity m keeps multiplicity m − 1.

## Checking a supercell code against the host levels

For a non-interacting model with one orbital per primitive cell, the identity gives the exact defect spectrum of a finite supercell from V and the host levels, without the host eigenvectors. A tight-binding code can therefore compare two routes: diagonalise the supercell matrix with the shifted site energy, or take the host levels from the Bloch sum and solve the level condition. A disagreement beyond rounding means that at least one route contains a mistake, for example in the neighbour table, the periodic wrapping, the folding of k-points or the factor 1/N. A mistake shared by both routes can go unnoticed.

The second route needs care with degeneracies. The level condition finds only energies that are not host levels. A host level with m > 1 remains in the spectrum m − 1 times, and these copies must be added before states are counted or occupations assigned. For large N it is better to work with the level condition than with the coefficients of P, whose roots can be very sensitive to rounding.

## From one column of the determinant to the spectrum

Write M(x) = x − H, and let e_s be the unit vector at site s. The impurity changes only column s of M, which becomes the old column minus V e_s. Let D_s(x) be the determinant of M(x) with column s replaced by e_s. Since a determinant is linear in each column,

P_s = P − V D_s.

This holds for any H. To find the sum of the D_s, start from the Leibniz formula

P(x) = Σ_σ sgn(σ) Π_i M_{σ(i),i}(x),

where σ runs over the permutations of the sites. The product rule differentiates one factor at a time. The factor from column s has derivative 1 if σ(s) = s and 0 otherwise, which is the entry of e_s in row σ(s). The terms in which column s is differentiated therefore add up to D_s, and

P′ = Σ_s D_s.

Summing the first relation over all impurity positions gives, still for any H,

Σ_s P_s = N P − V P′.

Now use periodicity. Translating every site by t − s leaves H unchanged and carries an impurity at s to one at t. Relabelling sites does not change a characteristic polynomial, so P_s = P_t. All N terms on the left are equal, and division by N gives the identity.

For the level condition, write P(x) = Π (x − ε) over the host levels. If P(E) ≠ 0, then P′(E) = P(E) Σ 1/(E − ε), so

P_s(E) = P(E) [1 − (V/N) Σ 1/(E − ε)],

which vanishes exactly when the bracket does.

For the multiplicities, put c = V/N ≠ 0 and P(x) = (x − ε)^m q(x), with m ≥ 1 and q(ε) ≠ 0. Then

P − cP′ = (x − ε)^(m−1) [(x − ε) q − c (m q + (x − ε) q′)].

At x = ε the bracket equals −c m q(ε), which is not zero. Exactly m − 1 factors of x − ε remain.

## A three-site ring and a single site

Take three sites on a ring with zero site energy and hopping −1. The host levels are −2, 1 and 1, so

P(x) = (x + 2)(x − 1)² = x³ − 3x + 2.

With V = 3 we have V/N = 1, and

P_s(x) = x³ − 3x + 2 − (3x² − 3) = x³ − 3x² − 3x + 5 = (x − 1)(x² − 2x − 5).

The levels are 1 and 1 ± √6, or about 3.449 and −1.449. One of the two host levels at 1 survives; its normalised state (0, 1, −1)/√2 vanishes on the impurity site, listed first. The level condition, 1/(E + 2) + 2/(E − 1) = 1, reduces to E² − 2E − 5 = 0 and gives only the other two.

The smallest case is N = 1. Write v(0) for the single entry of H. Then P(x) = x − v(0) and P′ = 1, so P_s(x) = x − v(0) − V: the single level moves by V.

## The Lean file

```lean
import Mathlib

open Polynomial

namespace SupercellImpurity

noncomputable section

variable {n : Type*} [Fintype n] [DecidableEq n]

/-- The Hamiltonian `H` with the energy of the single site `s` shifted by `V`. -/
def withImpurity (H : Matrix n n ℂ) (s : n) (V : ℂ) : Matrix n n ℂ :=
  H + Matrix.diagonal (Pi.single s V)

/-- The determinant of `x - H` with the column of site `s` replaced by the unit vector at `s`. -/
def siteCofactor (H : Matrix n n ℂ) (s : n) : ℂ[X] :=
  ((Matrix.charmatrix H).updateCol s (Pi.single s 1)).det

/-- For any Hamiltonian, an impurity at site `s` changes the characteristic polynomial by
`-V` times the cofactor of that site. -/
theorem charpoly_withImpurity (H : Matrix n n ℂ) (s : n) (V : ℂ) :
    (withImpurity H s V).charpoly = H.charpoly - C V * siteCofactor H s := by
  -- only column `s` of the characteristic matrix changes
  have h : Matrix.charmatrix (withImpurity H s V) = (Matrix.charmatrix H).updateCol s
      ((fun i => Matrix.charmatrix H i s) + (-C V) • (Pi.single s 1 : n → ℂ[X])) := by
    refine Matrix.ext fun i j => ?_
    by_cases hj : j = s
    · rw [hj]
      by_cases hi : i = s
      · rw [hi]
        simp [withImpurity, Matrix.charmatrix_apply]
        ring
      · simp [withImpurity, Matrix.charmatrix_apply, Matrix.diagonal_apply, hi]
    · by_cases hij : i = j
      · rw [hij]
        simp [withImpurity, Matrix.charmatrix_apply, hj]
      · simp [withImpurity, Matrix.charmatrix_apply, Matrix.diagonal_apply, hj, hij]
  unfold Matrix.charpoly siteCofactor
  rw [h, Matrix.det_updateCol_add, Matrix.det_updateCol_smul, Matrix.updateCol_eq_self]
  ring

/-- The derivative of the characteristic polynomial is the sum of the cofactors of all sites. -/
theorem derivative_charpoly_eq_sum (H : Matrix n n ℂ) :
    derivative H.charpoly = ∑ s, siteCofactor H s := by
  -- Leibniz expansion of each cofactor
  have hcol : ∀ s, siteCofactor H s = ∑ σ : Equiv.Perm n,
      ((Equiv.Perm.sign σ : ℤ) : ℂ[X]) *
        ((∏ i ∈ Finset.univ.erase s, Matrix.charmatrix H (σ i) i) *
          derivative (Matrix.charmatrix H (σ s) s)) := by
    intro s
    rw [siteCofactor, Matrix.det_apply']
    refine Finset.sum_congr rfl fun σ _ => ?_
    have h1 : ∏ i ∈ Finset.univ.erase s,
        (Matrix.charmatrix H).updateCol s (Pi.single s 1) (σ i) i =
        ∏ i ∈ Finset.univ.erase s, Matrix.charmatrix H (σ i) i :=
      Finset.prod_congr rfl fun i hi => by
        rw [Matrix.updateCol_apply, if_neg (Finset.ne_of_mem_erase hi)]
    have h2 : (Matrix.charmatrix H).updateCol s (Pi.single s 1) (σ s) s =
        derivative (Matrix.charmatrix H (σ s) s) := by
      by_cases h : σ s = s <;> simp [h]
    rw [← Finset.prod_erase_mul _ _ (Finset.mem_univ s), h1, h2]
  rw [Matrix.charpoly, Matrix.det_apply', derivative_sum,
    Finset.sum_congr rfl (fun s _ => hcol s), Finset.sum_comm]
  refine Finset.sum_congr rfl fun σ _ => ?_
  rw [derivative_mul, derivative_intCast, zero_mul, zero_add, derivative_prod_finset,
    Finset.mul_sum]

/-- For any Hamiltonian on `N` sites, the impurity characteristic polynomials summed over all
positions of the impurity give `N P - V P'`, where `P` is the characteristic polynomial without the
impurity. -/
theorem sum_charpoly_withImpurity (H : Matrix n n ℂ) (V : ℂ) :
    ∑ s, (withImpurity H s V).charpoly =
      C (Fintype.card n : ℂ) * H.charpoly - C V * derivative H.charpoly := by
  rw [derivative_charpoly_eq_sum, Finset.mul_sum,
    Finset.sum_congr rfl (fun s _ => charpoly_withImpurity H s V), Finset.sum_sub_distrib]
  simp

variable {G : Type*} [AddCommGroup G] [Fintype G] [DecidableEq G]

/-- In a translation-invariant supercell the characteristic polynomial does not depend on where
the impurity sits. -/
theorem charpoly_impurity_translate (v : G → ℂ) (s t : G) (V : ℂ) :
    (withImpurity (Matrix.circulant v) s V).charpoly =
      (withImpurity (Matrix.circulant v) t V).charpoly := by
  have hst : ∀ i : G, i + -(t - s) = s ↔ i = t := by
    intro i
    constructor
    · intro h
      calc i = (i + -(t - s)) + (t - s) := by abel
        _ = t := by rw [h]; abel
    · intro h
      rw [h]
      abel
  -- translating the supercell by `t - s` carries one impurity onto the other
  have h : Matrix.reindex (Equiv.addRight (t - s)) (Equiv.addRight (t - s))
      (withImpurity (Matrix.circulant v) s V) = withImpurity (Matrix.circulant v) t V := by
    refine Matrix.ext fun i j => ?_
    change v ((i + -(t - s)) - (j + -(t - s))) +
      Matrix.diagonal (Pi.single s V) (i + -(t - s)) (j + -(t - s)) =
      v (i - j) + Matrix.diagonal (Pi.single t V) i j
    rw [add_sub_add_right_eq_sub]
    simp only [Matrix.diagonal_apply, Pi.single_apply, add_left_inj, hst]
  rw [← h, Matrix.charpoly_reindex]

/-- One impurity of strength `V` in a periodic supercell of `N` one-orbital sites turns the
characteristic polynomial `P` of the host into `P - (V/N) P'`. -/
theorem charpoly_impurity_circulant (v : G → ℂ) (s : G) (V : ℂ) :
    (withImpurity (Matrix.circulant v) s V).charpoly =
      (Matrix.circulant v).charpoly -
        C (V / (Fintype.card G : ℂ)) * derivative (Matrix.circulant v).charpoly := by
  haveI : Nonempty G := ⟨s⟩
  have hN : (Fintype.card G : ℂ) ≠ 0 := Nat.cast_ne_zero.mpr Fintype.card_ne_zero
  have hc : (Fintype.card G : ℂ) * (V / (Fintype.card G : ℂ)) = V := by field_simp
  -- all terms of the sum over impurity positions are equal
  have h := sum_charpoly_withImpurity (Matrix.circulant v) V
  rw [Finset.sum_congr rfl (fun t _ => charpoly_impurity_translate v t s V),
    Finset.sum_const, Finset.card_univ, nsmul_eq_mul, ← C_eq_natCast] at h
  apply mul_left_cancel₀ (C_ne_zero.mpr hN)
  rw [mul_sub, ← mul_assoc, ← C_mul, hc]
  exact h

/-- At a point `E` that is not one of the given roots `a`, the derivative of the product of the
factors `x - a` equals the value of the product times the sum of `1/(E - a)` over the roots. -/
theorem eval_derivative_prod (E : ℂ) (r : Multiset ℂ) : (∀ a ∈ r, E ≠ a) →
    (derivative (r.map fun a => X - C a).prod).eval E =
      (r.map fun a => X - C a).prod.eval E * (r.map fun a => 1 / (E - a)).sum := by
  induction r using Multiset.induction_on with
  | empty => simp
  | cons a r ih =>
    intro h
    have ha : E - a ≠ 0 := sub_ne_zero.mpr (h a (Multiset.mem_cons_self a r))
    have hi : (E - a) * (1 / (E - a)) = 1 := mul_one_div_cancel ha
    have hr := ih fun b hb => h b (Multiset.mem_cons_of_mem hb)
    simp only [Multiset.map_cons, Multiset.prod_cons, Multiset.sum_cons, derivative_mul,
      derivative_sub, derivative_X, derivative_C, eval_add, eval_mul, eval_sub, eval_X, eval_C,
      sub_zero, one_mul, hr]
    linear_combination (-((r.map fun a => X - C a).prod.eval E)) * hi

/-- In a translation-invariant supercell of `N` sites, an energy `E` that is not a host level is a
level of the supercell with one impurity of strength `V` exactly when `(V/N) ∑ 1/(E - ε) = 1`, the
sum running over the host levels with multiplicity. -/
theorem impurity_level_iff (v : G → ℂ) (s : G) (V E : ℂ)
    (hE : (Matrix.circulant v).charpoly.eval E ≠ 0) :
    (withImpurity (Matrix.circulant v) s V).charpoly.IsRoot E ↔
      V / (Fintype.card G : ℂ) *
        ((Matrix.circulant v).charpoly.roots.map fun ε => 1 / (E - ε)).sum = 1 := by
  have hP := prod_multiset_X_sub_C_of_monic_of_roots_card_eq
    (Matrix.charpoly_monic (Matrix.circulant v))
    (splits_iff_card_roots.mp (IsAlgClosed.splits _))
  have hd := eval_derivative_prod E (Matrix.circulant v).charpoly.roots (by
    intro a ha h
    apply hE
    rw [h]
    exact isRoot_of_mem_roots ha)
  rw [hP] at hd
  rw [IsRoot.def, charpoly_impurity_circulant, eval_sub, eval_mul, eval_C, hd]
  constructor
  · intro h
    apply mul_left_cancel₀ hE
    linear_combination -h
  · intro h
    linear_combination (-((Matrix.circulant v).charpoly.eval E)) * h

/-- Subtracting a non-zero multiple of its derivative from a non-zero complex polynomial lowers the
multiplicity of each of its roots by exactly one. -/
theorem rootMultiplicity_sub_derivative {P : ℂ[X]} (hP : P ≠ 0) {c ε : ℂ} (hc : c ≠ 0)
    (hε : P.IsRoot ε) :
    (P - C c * derivative P).rootMultiplicity ε + 1 = P.rootMultiplicity ε := by
  obtain ⟨q, hq, hnd⟩ := exists_eq_pow_rootMultiplicity_mul_and_not_dvd P hP ε
  obtain ⟨k, hk⟩ : ∃ k, P.rootMultiplicity ε = k + 1 :=
    Nat.exists_eq_succ_of_ne_zero ((rootMultiplicity_pos hP).mpr hε).ne'
  rw [hk] at hq
  have hq0 : q.eval ε ≠ 0 := fun h => hnd (dvd_iff_isRoot.mpr h)
  have hd : derivative P =
      (C ((k + 1 : ℕ) : ℂ) * q + (X - C ε) * derivative q) * (X - C ε) ^ k := by
    rw [hq, derivative_mul, derivative_X_sub_C_pow, Nat.add_sub_cancel]
    ring
  -- factor out `(x - ε)^k`; the remaining factor does not vanish at `ε`
  obtain ⟨R, hR⟩ : ∃ R : ℂ[X], R = (X - C ε) * q -
      C c * (C ((k + 1 : ℕ) : ℂ) * q + (X - C ε) * derivative q) := ⟨_, rfl⟩
  have hfac : P - C c * derivative P = R * (X - C ε) ^ k := by
    rw [hd, hq, hR]
    ring
  have hroot : ¬ R.IsRoot ε := by
    intro h
    rw [hR] at h
    simp only [IsRoot.def, eval_sub, eval_mul, eval_add, eval_X, eval_C] at h
    have h0 : c * ((k + 1 : ℕ) : ℂ) * q.eval ε = 0 := by linear_combination -h
    exact mul_ne_zero (mul_ne_zero hc (Nat.cast_ne_zero.mpr k.succ_ne_zero)) hq0 h0
  have hR0 : R ≠ 0 := fun h => hroot (by rw [h]; simp)
  have h1 := rootMultiplicity_mul_X_sub_C_pow (a := ε) (n := k) hR0
  rw [← hfac, rootMultiplicity_eq_zero hroot] at h1
  omega

/-- In a translation-invariant supercell, one impurity of non-zero strength lowers the algebraic
multiplicity of every host level by exactly one. -/
theorem impurity_lowers_degeneracy (v : G → ℂ) (s : G) {V ε : ℂ} (hV : V ≠ 0)
    (hε : (Matrix.circulant v).charpoly.IsRoot ε) :
    (withImpurity (Matrix.circulant v) s V).charpoly.rootMultiplicity ε + 1 =
      (Matrix.circulant v).charpoly.rootMultiplicity ε := by
  haveI : Nonempty G := ⟨s⟩
  rw [charpoly_impurity_circulant]
  exact rootMultiplicity_sub_derivative (Matrix.charpoly_monic _).ne_zero
    (div_ne_zero hV (Nat.cast_ne_zero.mpr Fintype.card_ne_zero)) hε

end

end SupercellImpurity
```

```lean
#print axioms SupercellImpurity.charpoly_impurity_circulant
#print axioms SupercellImpurity.impurity_level_iff
#print axioms SupercellImpurity.impurity_lowers_degeneracy
```

```
'SupercellImpurity.charpoly_impurity_circulant' depends on axioms: [propext, Classical.choice, Quot.sound]
'SupercellImpurity.impurity_level_iff' depends on axioms: [propext, Classical.choice, Quot.sound]
'SupercellImpurity.impurity_lowers_degeneracy' depends on axioms: [propext, Classical.choice, Quot.sound]
```

## What the Lean objects stand for

The main theorem is `charpoly_impurity_circulant`. The "periodic supercell" of its docstring is one in which translations connect all the sites: the sites are the elements of a finite abelian group `G`, written additively. The integers modulo N give a ring, and products of such groups give periodic supercells in higher dimensions. The function `v` holds the site energy `v 0` and the hoppings, and `Matrix.circulant v` has the entry `v (i - j)` in row `i` and column `j`. The number N is `Fintype.card G`; it is at least 1 because the theorem is given a site `s`.

`withImpurity H s V` adds a diagonal matrix whose only possibly non-zero entry is `V`, at `s`. `Matrix.charmatrix H` is x − H, so `charpoly` follows the convention det(x − H) and has leading coefficient 1. `siteCofactor H s` is D_s. The symbol `C` turns a complex number into a constant polynomial.

In `impurity_level_iff`, the hypothesis `hE` says that `E` is not a host level, and `roots` lists the host levels with multiplicity. In `impurity_lowers_degeneracy`, `hV` says that the impurity is present and `hε` that `ε` is a host level. The multiplicity there is that of a root of the characteristic polynomial. At a host level it is also the number of independent eigenvectors, with and without the impurity, even if H is not Hermitian: plane waves diagonalise H, and from the m plane waves at ε one can form m − 1 independent combinations that vanish at the impurity site. The file does not prove this remark.

## How the proof follows the derivation

`charpoly_withImpurity` first compares the two characteristic matrices entry by entry, to show that only column `s` differs. The lemmas `Matrix.det_updateCol_add` and `Matrix.det_updateCol_smul` then supply linearity in that column.

`derivative_charpoly_eq_sum` expands each cofactor over permutations. Within it, `h1` says that the columns other than `s` are unchanged, and `h2` identifies the unit-vector entry with the derivative of the original entry. `derivative_prod_finset` is the product rule, and `Finset.sum_comm` exchanges the sums over sites and permutations. `sum_charpoly_withImpurity` adds up the impurity positions.

Periodicity enters in `charpoly_impurity_translate`. It relabels the sites by adding `t - s`, checks that the relabelled matrix has its impurity at `t`, and applies `Matrix.charpoly_reindex`. The main theorem replaces every term of the sum by the same polynomial and cancels N.

For the levels, `eval_derivative_prod` proves the formula for P′(E) by induction on the list of roots. `impurity_level_iff` applies it to P, which factorises completely over the complex numbers, and cancels the non-zero value P(E). `rootMultiplicity_sub_derivative` writes m as `k + 1`, calls the bracket `R`, and shows that `R` does not vanish at `ε`. `impurity_lowers_degeneracy` is the case c = V/N.

## Where the identity applies

The results are exact for every finite N, but they concern one fixed matrix with one changed diagonal entry. Altered hoppings near the defect, lattice relaxation, a self-consistent potential and electron–electron interaction are all absent. No limit of large N is taken, so nothing is proved about how fast the levels approach those of an isolated impurity.

The restriction to one orbital per primitive cell matters because the proof uses translations that connect every pair of sites; another symmetry connecting them would also make all the P_s equal, but the file does not treat that case. In a crystal with two inequivalent orbitals per cell, an impurity on one kind generally gives a different spectrum from an impurity on the other. The file then still provides P_s = P − V D_s for each site and the sum rule over all sites, but P − (V/N) P′ is only the average over impurity positions.
